# For J ≥ 1, a light shift quadratic in M has unique scalar, vector and tensor coefficients

An atom in a level with angular momentum quantum number $J$ is held in a far-detuned laser beam. The light shifts each magnetic sublevel $M=-J,\dots,J$, in general by different amounts. Suppose that the shifts $E(M)$ are known and that they follow a quadratic polynomial $a+bM+cM^2$. How much of the shift is common to the whole level, and how much depends on the sublevel? The constant $a$ does not answer this, because $M^2$ has a non-zero average. The usual division is

$$E(M)=s+vM+t\,T(M),\qquad T(M)=3M^2-J(J+1),$$

with a scalar coefficient $s$, a vector coefficient $v$ and a tensor coefficient $t$. For $J\ge1$ these three numbers are fixed by the shifts, and $s$ is the average of $E$ over the sublevels. For shifts that are diagonal in $M$ and quadratic, this separates the common displacement of a trapped level from the part that splits its sublevels.

The result rests on three conditions: the sum runs over the complete set of sublevels with equal weights, the shift is quadratic in $M$, and $J$ is at least 1.

## All 2J + 1 sublevels, with equal weights

The first condition is built into the definitions. A natural number $n$ fixes $J=n/2$, so integer and half-integer values are both covered. The sublevels are numbered by $k=0,\dots,n$.

```lean
import Mathlib

open Finset

namespace LightShiftDecomposition

noncomputable section

/-- The angular momentum quantum number `J = n/2`. -/
def spinJ (n : ℕ) : ℝ := n / 2

/-- The magnetic quantum number `M = k - J`; the sublevels are `k = 0, ..., n`. -/
def mag (n k : ℕ) : ℝ := k - n / 2

/-- The sum of a function of `M` over the sublevels `M = -J, ..., J`. -/
def sublevelSum (n : ℕ) (f : ℝ → ℝ) : ℝ := ∑ k ∈ range (n + 1), f (mag n k)

/-- The average of a function of `M` over the `2J + 1 = n + 1` sublevels. -/
def sublevelMean (n : ℕ) (f : ℝ → ℝ) : ℝ := sublevelSum n f / (n + 1)
```

Here `mag n k` is $M=k-n/2$, while `sublevelSum` and `sublevelMean` are the sum and the average over the level. Physically, the average belongs to an atom that occupies all sublevels with equal probability. A shift is a function on the real numbers, of which only the values at the sublevels matter. The next two definitions are $T(M)$ and the three-term shift.

```lean
/-- The tensor dependence on the sublevel, `3M² - J(J+1)`. -/
def tensorShape (n : ℕ) (M : ℝ) : ℝ := 3 * M ^ 2 - spinJ n * (spinJ n + 1)

/-- The light shift with scalar, vector and tensor coefficients `s`, `v`, `t`. -/
def lightShift (n : ℕ) (s v t M : ℝ) : ℝ := s + v * M + t * tensorShape n M
```

The coefficients $s$, $v$ and $t$ are energies. They contain the intensity and the polarisation of the light, so they are not yet polarizabilities.

By hand, the condition enters through the power sums $S_p=\sum_M M^p$. The set of sublevels is unchanged under $M\to-M$, so $S_1=S_3=0$. For the even sums, insert $M=k-n/2$ and use the known sums of powers of $k$:

$$S_2=\frac{n(n+1)(2n+1)}6-\frac{n^2(n+1)}2+\frac{n^2(n+1)}4=\frac{n(n+1)(n+2)}{12}.$$

The fourth power expands as $k^4-2nk^3+\tfrac32n^2k^2-\tfrac12n^3k+\tfrac1{16}n^4$, which gives

$$\begin{aligned}S_4&=n(n+1)\left[\frac{6n^3+9n^2+n-1}{30}-\frac{n^3+n^2}2+\frac{2n^3+n^2}4-\frac{3n^3}{16}\right]\\&=\frac{n(n+1)(n+2)(3n^2+6n-4)}{240}.\end{aligned}$$

With $X=J(J+1)$ these become $S_2=(2J+1)X/3$ and $S_4=S_2(3X-1)/5$.

The proof obtains the same sums from one identity for a quartic polynomial at equally spaced points with an arbitrary offset $c$, shown by induction on the last index $N$.

```lean
/-- The sum of a quartic polynomial over the equally spaced points `k - c`, `k = 0, ..., N`. -/
theorem sum_shifted_quartic (p₀ p₁ p₂ p₃ p₄ c : ℝ) (N : ℕ) :
    ∑ k ∈ range (N + 1), (p₀ + p₁ * ((k : ℝ) - c) + p₂ * ((k : ℝ) - c) ^ 2
        + p₃ * ((k : ℝ) - c) ^ 3 + p₄ * ((k : ℝ) - c) ^ 4)
      = (p₀ - p₁ * c + p₂ * c ^ 2 - p₃ * c ^ 3 + p₄ * c ^ 4) * (N + 1)
        + (p₁ - 2 * p₂ * c + 3 * p₃ * c ^ 2 - 4 * p₄ * c ^ 3) * (N * (N + 1) / 2)
        + (p₂ - 3 * p₃ * c + 6 * p₄ * c ^ 2) * (N * (N + 1) * (2 * N + 1) / 6)
        + (p₃ - 4 * p₄ * c) * (N ^ 2 * (N + 1) ^ 2 / 4)
        + p₄ * (N * (N + 1) * (2 * N + 1) * (3 * N ^ 2 + 3 * N - 1) / 30) := by
  induction N with
  | zero =>
    rw [sum_range_succ, sum_range_zero]
    push_cast
    ring
  | succ N ih =>
    rw [sum_range_succ, ih]
    push_cast
    ring
```

Setting $c=n/2$ centres the points. The coefficients `p₁` and `p₃` then disappear from the result, which is the reflection argument in algebraic form.

```lean
/-- If a function is a quartic polynomial in `M` on the sublevels, only the even powers
contribute to its sum over the sublevels. -/
theorem sublevelSum_quartic {n : ℕ} {f : ℝ → ℝ} (p₀ p₁ p₂ p₃ p₄ : ℝ)
    (h : ∀ k ≤ n, f (mag n k) = p₀ + p₁ * mag n k + p₂ * mag n k ^ 2
      + p₃ * mag n k ^ 3 + p₄ * mag n k ^ 4) :
    sublevelSum n f = p₀ * (n + 1) + p₂ * (n * (n + 1) * (n + 2) / 12)
      + p₄ * (n * (n + 1) * (n + 2) * (3 * n ^ 2 + 6 * n - 4) / 240) := by
  unfold sublevelSum
  rw [sum_congr rfl (fun k hk => h k (by have := mem_range.mp hk; omega))]
  unfold mag
  -- the offset `n/2` centres the points, which removes the odd moments
  rw [sum_shifted_quartic]
  ring
```

Orthogonality follows at once:

$$\sum_M T=3S_2-(2J+1)X=0,\qquad \sum_M M\,T=3S_3-X S_1=0,$$

together with $\sum_M M=S_1=0$. In Lean, each part names the five polynomial coefficients of the summand, checks that they reproduce it, and evaluates the resulting sum.

```lean
/-- The functions `1`, `M` and `3M² - J(J+1)` are mutually orthogonal under summation over
the sublevels. -/
theorem shapes_orthogonal (n : ℕ) :
    sublevelSum n (fun M => 1 * M) = 0 ∧
    sublevelSum n (fun M => 1 * tensorShape n M) = 0 ∧
    sublevelSum n (fun M => M * tensorShape n M) = 0 := by
  refine ⟨?_, ?_, ?_⟩
  · refine Eq.trans (sublevelSum_quartic 0 1 0 0 0 ?_) ?_
    · intro k _
      ring
    · ring
  · refine Eq.trans (sublevelSum_quartic (-(spinJ n * (spinJ n + 1))) 0 3 0 0 ?_) ?_
    · intro k _
      unfold tensorShape
      ring
    · unfold spinJ
      ring
  · refine Eq.trans (sublevelSum_quartic 0 (-(spinJ n * (spinJ n + 1))) 0 3 0 ?_) ?_
    · intro k _
      unfold tensorShape
      ring
    · ring
```

This holds for every $n$, including the small cases in which some of the functions vanish on all sublevels. The squared norms come from the same power sums. That of $M$ is $S_2$, and that of $T$ is

$$\begin{aligned}\sum_M T^2&=9S_4-6XS_2+(2J+1)X^2\\&=(2J+1)X\left[\frac{9X-3}5-2X+X\right]=\frac{(2J+1)X(4X-3)}5,\end{aligned}$$

where $4X-3=(2J-1)(2J+3)$.

```lean
/-- The sums of `M²` and of `(3M² - J(J+1))²` over the sublevels, in terms of `J`. -/
theorem shapes_norm (n : ℕ) :
    sublevelSum n (fun M => M ^ 2) = spinJ n * (spinJ n + 1) * (2 * spinJ n + 1) / 3 ∧
    sublevelSum n (fun M => tensorShape n M ^ 2) = spinJ n * (spinJ n + 1)
      * (2 * spinJ n + 1) * (2 * spinJ n - 1) * (2 * spinJ n + 3) / 5 := by
  constructor
  · refine Eq.trans (sublevelSum_quartic 0 0 1 0 0 ?_) ?_
    · intro k _
      ring
    · unfold spinJ
      ring
  · refine Eq.trans (sublevelSum_quartic ((spinJ n * (spinJ n + 1)) ^ 2) 0
      (-6 * (spinJ n * (spinJ n + 1))) 0 9 ?_) ?_
    · intro k _
      unfold tensorShape
      ring
    · unfold spinJ
      ring
```

If a sublevel is missing or the weights are unequal, orthogonality is generally lost. For $J=1$, the average over $M=0$ and $M=1$ alone is $s+\tfrac12v-\tfrac12t$, which mixes all three coefficients.

## A shift quadratic in M

The second condition stands for the physics of a weak, far-detuned field. The shift is of second order in the electric dipole coupling, and two dipole operators combine to a tensor of rank at most two. Its diagonal elements within a level of fixed $J$ are therefore at most quadratic in $M$. The sublevels must also remain good states, for instance because the light is polarised linearly along the quantisation axis or circularly about it, or because a magnetic field along this axis keeps light-induced mixing negligible. The theorem takes the quadratic form as its hypothesis `hE` and does not derive it from an atomic Hamiltonian.

Suppose first that a three-term form is given. Summing $E=s+vM+tT$ over the sublevels, after multiplying by $1$, $M$ or $T$, leaves one term each time:

$$\sum_M E=(2J+1)s,\qquad \sum_M M\,E=v\,S_2,\qquad \sum_M T\,E=t\sum_M T^2.$$

Division by the squared norms isolates the coefficients. The following theorem does this; its hypothesis `h` says that `E` agrees with `lightShift` on the sublevels.

```lean
/-- For `J ≥ 1`, the scalar coefficient of a light shift is its sublevel average, and the vector
and tensor coefficients are its normalised projections on `M` and `3M² - J(J+1)`. -/
theorem coefficients_by_projection {n : ℕ} (hn : 2 ≤ n) {E : ℝ → ℝ} {s v t : ℝ}
    (h : ∀ k ≤ n, E (mag n k) = lightShift n s v t (mag n k)) :
    s = sublevelMean n E ∧
    v = sublevelSum n (fun M => M * E M) / sublevelSum n (fun M => M ^ 2) ∧
    t = sublevelSum n (fun M => tensorShape n M * E M)
      / sublevelSum n (fun M => tensorShape n M ^ 2) := by
  have hJ : 1 ≤ spinJ n := by
    have h2 : (2 : ℝ) ≤ n := by exact_mod_cast hn
    unfold spinJ
    linarith
  have hJ0 : 0 < spinJ n := by linarith
  have hJ1 : 0 < 2 * spinJ n - 1 := by linarith
  obtain ⟨hM, hT⟩ := shapes_norm n
  refine ⟨?_, ?_, ?_⟩
  · have hn1 : (n : ℝ) + 1 ≠ 0 := by positivity
    unfold sublevelMean
    rw [eq_div_iff hn1]
    symm
    refine Eq.trans (sublevelSum_quartic (s - t * (spinJ n * (spinJ n + 1))) v (3 * t) 0 0 ?_) ?_
    · intro k hk
      rw [h k hk]
      unfold lightShift tensorShape
      ring
    · unfold spinJ
      ring
  · rw [hM, eq_div_iff (by positivity)]
    symm
    refine Eq.trans (sublevelSum_quartic 0 (s - t * (spinJ n * (spinJ n + 1))) v (3 * t) 0 ?_) ?_
    · intro k hk
      rw [h k hk]
      unfold lightShift tensorShape
      ring
    · unfold spinJ
      ring
  · -- the norm of the tensor function is positive because `2J - 1 > 0`
    have hpos : 0 < spinJ n * (spinJ n + 1) * (2 * spinJ n + 1) * (2 * spinJ n - 1)
        * (2 * spinJ n + 3) / 5 :=
      div_pos (mul_pos (mul_pos (by positivity) hJ1) (by positivity)) (by norm_num)
    rw [hT, eq_div_iff hpos.ne']
    symm
    refine Eq.trans (sublevelSum_quartic
      (-(spinJ n * (spinJ n + 1)) * (s - t * (spinJ n * (spinJ n + 1))))
      (-(spinJ n * (spinJ n + 1)) * v)
      (3 * s - 6 * t * (spinJ n * (spinJ n + 1))) (3 * v) (9 * t) ?_) ?_
    · intro k hk
      rw [h k hk]
      unfold lightShift tensorShape
      ring
    · unfold spinJ
      ring
```

The proof writes each product as a polynomial of degree at most four and applies `sublevelSum_quartic`. The step `eq_div_iff` turns each quotient into a product, once its denominator is known to be non-zero.

The quadratic hypothesis itself is needed for existence. Since $M^2=\tfrac13\left(T(M)+X\right)$,

$$a+bM+cM^2=\left(a+\frac{cX}3\right)+bM+\frac c3\,T(M).$$

Thus $s=a+cJ(J+1)/3$, $v=b$ and $t=c/3$. If $s',v',t'$ describe the same shifts, the projection formulas give both triples the same values, because the right-hand sides contain only $E$.

```lean
/-- For `J ≥ 1`, every light shift that is quadratic in `M` on the sublevels has unique scalar,
vector and tensor coefficients, and the scalar coefficient is the sublevel average. -/
theorem quadratic_shift_decomposition {n : ℕ} (hn : 2 ≤ n) {E : ℝ → ℝ} {a b c : ℝ}
    (hE : ∀ k ≤ n, E (mag n k) = a + b * mag n k + c * mag n k ^ 2) :
    ∃ s v t : ℝ, (∀ k ≤ n, E (mag n k) = lightShift n s v t (mag n k)) ∧
      s = sublevelMean n E ∧
      ∀ s' v' t' : ℝ, (∀ k ≤ n, E (mag n k) = lightShift n s' v' t' (mag n k)) →
        s' = s ∧ v' = v ∧ t' = t := by
  -- move the sublevel average of `c M²` into the scalar part
  have hdec : ∀ k ≤ n, E (mag n k) =
      lightShift n (a + c * (spinJ n * (spinJ n + 1)) / 3) b (c / 3) (mag n k) := by
    intro k hk
    rw [hE k hk]
    unfold lightShift tensorShape
    ring
  obtain ⟨p₁, p₂, p₃⟩ := coefficients_by_projection hn hdec
  refine ⟨_, _, _, hdec, p₁, fun s' v' t' h' => ?_⟩
  obtain ⟨q₁, q₂, q₃⟩ := coefficients_by_projection hn h'
  exact ⟨q₁.trans p₁.symm, q₂.trans p₂.symm, q₃.trans p₃.symm⟩
```

In words: let $n\ge2$, and let `E` equal $a+bM+cM^2$ at every sublevel. Then there are real numbers `s`, `v`, `t` that reproduce `E` at every sublevel, `s` is the sublevel average, and any other triple that reproduces `E` is the same triple. In the proof, `hdec` is the rewriting above, and the two uses of `coefficients_by_projection` supply the comparison.

For $J=1$ the quadratic hypothesis is no restriction, since a quadratic passes through any three values. From $J=3/2$ on it is one: a shift proportional to $M^3$ has no three-term form. Its projections can still be computed, but they give only the best least-squares fit.

Orthogonality also settles how the two sublevel-dependent parts contribute to the spread of the shifts. The square $(E-s)^2=v^2M^2+2vt\,M\,T+t^2T^2$ has a cross term that averages to zero. Dividing the squared norms by $2J+1$ gives

$$\frac1{2J+1}\sum_M(E-s)^2=v^2\frac{J(J+1)}3+t^2\frac{J(J+1)(2J-1)(2J+3)}5.$$

```lean
/-- The mean square deviation of the light shift from its scalar part is a vector contribution
plus a tensor contribution, without a cross term. -/
theorem shift_variance (n : ℕ) (s v t : ℝ) :
    sublevelMean n (fun M => (lightShift n s v t M - s) ^ 2)
      = v ^ 2 * (spinJ n * (spinJ n + 1) / 3)
        + t ^ 2 * (spinJ n * (spinJ n + 1) * (2 * spinJ n - 1) * (2 * spinJ n + 3) / 5) := by
  have hn1 : (n : ℝ) + 1 ≠ 0 := by positivity
  unfold sublevelMean
  rw [div_eq_iff hn1]
  refine Eq.trans (sublevelSum_quartic (t ^ 2 * (spinJ n * (spinJ n + 1)) ^ 2)
    (-2 * v * t * (spinJ n * (spinJ n + 1)))
    (v ^ 2 - 6 * t ^ 2 * (spinJ n * (spinJ n + 1))) (6 * v * t) (9 * t ^ 2) ?_) ?_
  · intro k _
    unfold lightShift tensorShape
    ring
  · unfold spinJ
    ring
```

## J at least 1

The third condition, `2 ≤ n`, says that the level has at least three sublevels. Three coefficients cannot be read from fewer than three shifts.

By hand, it enters at the division by $\sum_M T^2$, which contains the factor $2J-1$. In `coefficients_by_projection` the corresponding step is `hJ1`, from which `hpos` derives that this norm is positive. The vector coefficient needs only $J>0$, and the average needs no lower bound on $J$.

For $J=1/2$ both sublevels have $M^2=1/4$, so $T=\tfrac34-\tfrac34=0$. The tensor coefficient may then take any value without changing a shift.

```lean
/-- For `J = 1/2` the light shift of both sublevels is independent of the tensor coefficient. -/
theorem spin_half_no_tensor (s v t t' : ℝ) :
    ∀ k ≤ 1, lightShift 1 s v t (mag 1 k) = lightShift 1 s v t' (mag 1 k) := by
  intro k hk
  have hzero : tensorShape 1 (mag 1 k) = 0 := by
    interval_cases k <;> norm_num [tensorShape, mag, spinJ]
  unfold lightShift
  rw [hzero]
  ring

end

end LightShiftDecomposition
```

The proof checks $k=0$ and $k=1$ separately. The rewriting that gives existence still works here; what fails is the uniqueness of $t$, so `2 ≤ n` cannot be weakened to `1 ≤ n`. For $J=0$ there is a single sublevel with $M=0$, and $v$ is undetermined as well.

## Extracting the coefficients from computed shifts

A program that has computed the shifts as a NumPy array `E`, ordered from $M=-J$ to $M=J$, obtains the coefficients for $n\ge2$ in three lines:

```python
M = np.arange(n + 1) - n / 2
T = 3 * M**2 - (n / 2) * (n / 2 + 1)
s, v, t = E.mean(), M @ E / (M @ M), T @ E / (T @ T)
```

For $J=1$ this reduces to

$$s=\frac{E(-1)+E(0)+E(1)}3,\quad v=\frac{E(1)-E(-1)}2,\quad t=\frac{E(1)+E(-1)-2E(0)}6.$$

For $J\ge3/2$, it is useful to subtract `s + v * M + t * T` from `E`. A remainder above the numerical error shows that the shifts are not quadratic in $M$, for example because the field is too strong for second order or because the sublevels mix. If some sublevels are missing, the three formulas are in general no longer valid together. A least-squares fit to the available shifts can be used instead; it needs at least three of them.

To convert the coefficients to polarizabilities, the intensity, the polarisation factors and the numerical factors of the chosen convention have to be divided out. This is possible only where the polarisation factor is non-zero: linearly polarised light, for example, gives $v=0$ and no information on the vector polarizability. In a common convention, the tensor polarizability is multiplied by $1/[J(2J-1)]$ in the formula for the shift, a factor that is again meaningful only for $J\ge1$.

```lean
#print axioms LightShiftDecomposition.shapes_orthogonal
#print axioms LightShiftDecomposition.quadratic_shift_decomposition
#print axioms LightShiftDecomposition.shift_variance
#print axioms LightShiftDecomposition.spin_half_no_tensor
```

```
'LightShiftDecomposition.shapes_orthogonal' depends on axioms: [propext, Classical.choice, Quot.sound]
'LightShiftDecomposition.quadratic_shift_decomposition' depends on axioms: [propext, Classical.choice, Quot.sound]
'LightShiftDecomposition.shift_variance' depends on axioms: [propext, Classical.choice, Quot.sound]
'LightShiftDecomposition.spin_half_no_tensor' depends on axioms: [propext, Classical.choice, Quot.sound]
```
